# A matrix-product ring of bond dimension D cut into two arcs has rank at most D², reached exactly when each arc's matrices span all D × D matrices

## Two arcs in place of a ring

Cutting a ring at two bonds divides it into two arcs, and its amplitudes then form a matrix, with one arc labelling the rows and the other the columns. The model used here fixes the two bonds first and keeps only what the cut can see. One arc is a finite family of complex $D\times D$ matrices $X_s$, the other a finite family $Y_t$, and the amplitudes are

$$\psi(s,t)=\operatorname{tr}(X_sY_t).$$

The labels $s$ and $t$ stand for the configurations of the two arcs. How each arc matrix is built from individual sites is left open at this stage and restored later, so the rank result applies to any arc lengths.

## Two severed bonds and one open bond

In a matrix-product state with periodic boundaries, neighbouring sites are joined by a bond index with $D$ values, and the trace closes the last bond onto the first. Cutting the ring into two arcs severs two such bonds, which together have $D^2$ joint values.

An open-boundary chain, the usual form in DMRG, has only one bond at a cut. If that bond has dimension $\chi$, the amplitudes factor as $\psi=LR$, with $L$ having $\chi$ columns and $R$ having $\chi$ rows. The smallest possible $\chi$ at the cut is the rank of $\psi$, which is also the number of nonzero Schmidt coefficients. For a ring molecule whose state is exactly a periodic matrix-product state of uniform bond dimension $D$, an exact open-boundary description can therefore need $D^2$ states at a cut.

## What is stated

Write $d_X$ and $d_Y$ for the dimensions of the complex linear spans of the $X_s$ and of the $Y_t$. The main theorem, `rank_cut`, says that $\operatorname{rank}\psi\le D^2$, and that equality holds if and only if $d_X=d_Y=D^2$, that is, both families span all $D\times D$ matrices.

In Lean, `cut X Y` is $\psi$, a matrix with rows labelled by `S` and columns by `T`, both finite. The condition `Submodule.span ℂ (Set.range X) = ⊤` says that the $X_s$ span. Physically, it means that no nonzero linear combination of the joint states of the arc's two end bonds gives zero amplitude for every configuration of the arc. An arc with fewer than $D^2$ configurations cannot meet this condition, so short arcs of sites with few local states stay below the bound.

Three further statements connect this to chains and rings:

- `open_bond_ge`: if both families span, every factorization $\psi=LR$ through $\chi$ intermediate states has $\chi\ge D^2$.
- `ringState_eq_cut`: the amplitudes of a ring of $m+n$ sites, with site matrices `A k (c k)` in configuration `c`, have the form `cut`, where the arc matrices are the ordered products over the first $m$ and the last $n$ sites.
- `rank_matrixUnit_ring`: for every $D$, a particular two-site ring has rank exactly $D^2$.

The site matrices may differ from site to site, but all bonds have the same dimension and all sites the same set of local states. The statements concern exact amplitudes. They say nothing about how well a truncated chain approximates the state, and no Hamiltonian or energy enters. The amplitudes need not be normalised, since multiplying $\psi$ by a nonzero number leaves its rank unchanged.

## The upper bound

Write the trace in components:

$$\psi(s,t)=\sum_{i,j}(X_s)_{ij}(Y_t)_{ji}.$$

Let $p=(i,j)$ be the pair of severed bond indices, and set $F_{s,p}=(X_s)_{ij}$ and $G_{p,t}=(Y_t)_{ji}$. Then $\psi=FG$, so $\operatorname{rank}\psi\le\operatorname{rank}F$. The rows of $F$ are the matrices $X_s$ written out as vectors of length $D^2$. Flattening is linear and invertible, so $\operatorname{rank}F=d_X$, and

$$\operatorname{rank}\psi\le d_X\le D^2.$$

Since $\operatorname{tr}(X_sY_t)=\operatorname{tr}(Y_tX_s)$, the transpose of $\psi$ has the same form with the arcs exchanged. Transposition preserves rank, so $\operatorname{rank}\psi\le d_Y\le D^2$ as well. If the rank equals $D^2$, both $d_X$ and $d_Y$ are squeezed to $D^2$, and both families span.

## Reading off the arc matrices

For the converse, suppose the $Y_t$ span. Let $E_{ji}$ be the matrix unit with a single 1 in row $j$, column $i$. For each $p=(i,j)$ there are coefficients $c_p(t)$ with $\sum_t c_p(t)Y_t=E_{ji}$. Then

$$\sum_t\psi(s,t)\,c_p(t)=\operatorname{tr}(X_sE_{ji})=(X_s)_{ij}=F_{s,p}.$$

So $F$ is $\psi$ times a matrix of coefficients, which gives $d_X=\operatorname{rank}F\le\operatorname{rank}\psi$. With the upper bound, $\operatorname{rank}\psi=d_X$. If the $X_s$ span too, this is $D^2$.

The bound on an open bond follows at once: if $\psi=LR$, then $\operatorname{rank}\psi\le\operatorname{rank}L\le\chi$.

## The rank can be below both span dimensions

The bounds $\operatorname{rank}\psi\le d_X$ and $\operatorname{rank}\psi\le d_Y$ invite the false conclusion that the rank is the smaller of $d_X$ and $d_Y$. Take $D=2$ and let each arc have the two matrices $E_{11}$ and $E_{12}$. Both spans have dimension 2, but the only nonzero amplitude is $\operatorname{tr}(E_{11}E_{11})=1$, so the rank is 1. The formula $\operatorname{rank}\psi=d_X$ thus fails if nothing is assumed about the $Y_t$; the derivation above assumes that they span.

## Rings of sites and an example at the bound

For a ring of $m+n$ sites, the ordered product of all site matrices is the product over the first $m$ sites times the product over the last $n$. Its trace is therefore $\operatorname{tr}(X_sY_t)$, with these partial products as arc matrices.

For the example, take two sites, each with local states $(i,j)$ and site matrices $E_{ij}$. The matrix units span, so the rank is $D^2$. Explicitly,

$$\operatorname{tr}(E_{ij}E_{kl})=\delta_{jk}\,\delta_{li},$$

which is a permutation matrix of size $D^2$. For $D\ge1$ the normalised state has this matrix divided by $D$, and all $D^2$ Schmidt coefficients equal $1/D$. For $D\ge2$ it consists of two maximally entangled pairs, one for each severed bond; for $D=1$ it is a product state.

## The Lean file

```lean
import Mathlib

open Matrix

namespace RingMatrixProduct

noncomputable section

variable {S T σ : Type*} {D : ℕ}

/-- The amplitudes `ψ(s,t) = tr(X_s Y_t)` of a ring cut into two arcs, arranged as a matrix. -/
def cut (X : S → Matrix (Fin D) (Fin D) ℂ) (Y : T → Matrix (Fin D) (Fin D) ℂ) :
    Matrix S T ℂ :=
  Matrix.of fun s t => (X s * Y t).trace

/-- A `D × D` matrix read as a vector indexed by the pair of bond indices at its ends. -/
def flatten : Matrix (Fin D) (Fin D) ℂ ≃ₗ[ℂ] (Fin D × Fin D → ℂ) where
  toFun M p := M p.1 p.2
  invFun v := Matrix.of fun i j => v (i, j)
  map_add' _ _ := rfl
  map_smul' _ _ := rfl
  left_inv _ := rfl
  right_inv _ := rfl

/-- The matrix whose rows are the flattened arc matrices `X_s`. -/
def arcRows (X : S → Matrix (Fin D) (Fin D) ℂ) : Matrix S (Fin D × Fin D) ℂ :=
  Matrix.of fun s => flatten (X s)

/-- The ring amplitudes factor through the pair of severed bonds, which has `D * D` states. -/
theorem cut_eq_mul (X : S → Matrix (Fin D) (Fin D) ℂ) (Y : T → Matrix (Fin D) (Fin D) ℂ) :
    cut X Y = arcRows X * (arcRows fun t => (Y t)ᵀ)ᵀ := by
  ext s t
  simp only [cut, arcRows, Matrix.of_apply, Matrix.trace, Matrix.diag_apply, Matrix.mul_apply,
    Matrix.transpose_apply, Fintype.sum_prod_type]
  rfl

variable [Fintype S] [Fintype T]

/-- The rank of the flattened arc matrices is the dimension of the space they span. -/
theorem rank_arcRows (X : S → Matrix (Fin D) (Fin D) ℂ) :
    (arcRows X).rank = Module.finrank ℂ (Submodule.span ℂ (Set.range X)) := by
  have h : Set.range (arcRows X).row =
      (flatten (D := D)).toLinearMap '' Set.range X := by
    rw [← Set.range_comp]
    rfl
  rw [Matrix.rank_eq_finrank_span_row, h, ← Submodule.map_span]
  exact LinearEquiv.finrank_map_eq flatten _

/-- If the matrices of one arc span all `D × D` matrices, the rank across the cut is the
dimension of the span of the other arc's matrices. -/
theorem rank_cut_of_span (X : S → Matrix (Fin D) (Fin D) ℂ)
    (Y : T → Matrix (Fin D) (Fin D) ℂ) (hY : Submodule.span ℂ (Set.range Y) = ⊤) :
    (cut X Y).rank = Module.finrank ℂ (Submodule.span ℂ (Set.range X)) := by
  rw [← rank_arcRows]
  apply le_antisymm
  · rw [cut_eq_mul]
    exact Matrix.rank_mul_le_left _ _
  · -- combinations of the `Y_t` give matrix units, which read off the entries of `X_s`
    have h : ∀ p : Fin D × Fin D, ∃ c : T → ℂ,
        ∑ t, c t • Y t = Matrix.single p.2 p.1 (1 : ℂ) := fun p =>
      (Submodule.mem_span_range_iff_exists_fun ℂ).1 (by rw [hY]; exact Submodule.mem_top)
    choose c hc using h
    have hL : cut X Y * (Matrix.of fun t p => c p t) = arcRows X := by
      ext s p
      calc (cut X Y * (Matrix.of fun t p => c p t)) s p
          = (X s * ∑ t, c p t • Y t).trace := by
            rw [Matrix.mul_apply, Finset.mul_sum, Matrix.trace_sum]
            refine Finset.sum_congr rfl fun t _ => ?_
            rw [Matrix.mul_smul, Matrix.trace_smul, smul_eq_mul]
            exact mul_comm _ _
        _ = X s p.1 p.2 := by
            rw [hc]
            simp [Matrix.trace, Matrix.mul_apply, Matrix.single_apply, ite_and]
        _ = arcRows X s p := rfl
    rw [← hL]
    exact Matrix.rank_mul_le_left _ _

/-- The rank across the cut of a ring is at most `D ^ 2`, with equality exactly when the
matrices of each arc span all `D × D` matrices. -/
theorem rank_cut (X : S → Matrix (Fin D) (Fin D) ℂ) (Y : T → Matrix (Fin D) (Fin D) ℂ) :
    (cut X Y).rank ≤ D ^ 2 ∧
      ((cut X Y).rank = D ^ 2 ↔
        Submodule.span ℂ (Set.range X) = ⊤ ∧ Submodule.span ℂ (Set.range Y) = ⊤) := by
  have hdim : Module.finrank ℂ (Matrix (Fin D) (Fin D) ℂ) = D ^ 2 := by
    simp [Module.finrank_matrix, sq]
  have hX : (cut X Y).rank ≤ Module.finrank ℂ (Submodule.span ℂ (Set.range X)) := by
    rw [← rank_arcRows, cut_eq_mul]
    exact Matrix.rank_mul_le_left _ _
  -- cyclicity of the trace exchanges the two arcs
  have hswap : (cut X Y)ᵀ = cut Y X := by
    ext t s
    exact Matrix.trace_mul_comm (X s) (Y t)
  have hY : (cut X Y).rank ≤ Module.finrank ℂ (Submodule.span ℂ (Set.range Y)) := by
    rw [← Matrix.rank_transpose, hswap, ← rank_arcRows, cut_eq_mul]
    exact Matrix.rank_mul_le_left _ _
  have hX' := Submodule.finrank_le (Submodule.span ℂ (Set.range X))
  have hY' := Submodule.finrank_le (Submodule.span ℂ (Set.range Y))
  refine ⟨by omega, fun h => ⟨?_, ?_⟩, fun h => ?_⟩
  · exact Submodule.eq_top_of_finrank_eq (by omega)
  · exact Submodule.eq_top_of_finrank_eq (by omega)
  · rw [rank_cut_of_span X Y h.2, h.1, finrank_top, hdim]

/-- If the matrices of each arc span all `D × D` matrices, every open-boundary factorization
of the ring amplitudes at this cut has bond dimension `χ` at least `D ^ 2`. -/
theorem open_bond_ge (X : S → Matrix (Fin D) (Fin D) ℂ) (Y : T → Matrix (Fin D) (Fin D) ℂ)
    (hX : Submodule.span ℂ (Set.range X) = ⊤) (hY : Submodule.span ℂ (Set.range Y) = ⊤)
    {χ : ℕ} (L : Matrix S (Fin χ) ℂ) (R : Matrix (Fin χ) T ℂ) (h : cut X Y = L * R) :
    D ^ 2 ≤ χ := by
  rw [← (rank_cut X Y).2.2 ⟨hX, hY⟩, h]
  have hw := Matrix.rank_le_card_width L
  rw [Fintype.card_fin] at hw
  exact (Matrix.rank_mul_le_left L R).trans hw

/-- The ordered product of the site matrices along a chain of sites in configuration `c`. -/
def chain {N : ℕ} (A : Fin N → σ → Matrix (Fin D) (Fin D) ℂ) (c : Fin N → σ) :
    Matrix (Fin D) (Fin D) ℂ :=
  (List.ofFn fun k => A k (c k)).prod

/-- The amplitudes of a ring of `m + n` sites, the trace of the full ordered product, with the
first `m` sites labelling rows and the last `n` sites labelling columns. -/
def ringState {m n : ℕ} (A : Fin (m + n) → σ → Matrix (Fin D) (Fin D) ℂ) :
    Matrix (Fin m → σ) (Fin n → σ) ℂ :=
  Matrix.of fun s t => (chain A (Fin.append s t)).trace

/-- The amplitudes of a ring of sites are the traces of products of its two arc matrices. -/
theorem ringState_eq_cut {m n : ℕ} (A : Fin (m + n) → σ → Matrix (Fin D) (Fin D) ℂ) :
    ringState A = cut (chain fun k => A (Fin.castAdd n k))
      (chain fun k => A (Fin.natAdd m k)) := by
  ext s t
  simp [ringState, cut, chain, List.ofFn_add, List.prod_append]
  rfl

/-- For every `D`, the two-site ring whose site matrices are the matrix units has rank exactly
`D ^ 2` between its two sites. -/
theorem rank_matrixUnit_ring (D : ℕ) :
    (ringState (m := 1) (n := 1) fun _ (p : Fin D × Fin D) =>
      Matrix.single p.1 p.2 (1 : ℂ)).rank = D ^ 2 := by
  have h : Submodule.span ℂ (Set.range (chain fun (_ : Fin 1) (p : Fin D × Fin D) =>
      Matrix.single p.1 p.2 (1 : ℂ))) = ⊤ := by
    rw [eq_top_iff]
    intro M _
    -- expand an arbitrary matrix in matrix units
    rw [Matrix.matrix_eq_sum_single M]
    refine Submodule.sum_mem _ fun i _ => Submodule.sum_mem _ fun j _ => ?_
    have hs : Matrix.single i j (M i j) = M i j • Matrix.single i j (1 : ℂ) := by
      simp [Matrix.smul_single]
    rw [hs]
    exact Submodule.smul_mem _ _ (Submodule.subset_span ⟨fun _ => (i, j), by simp [chain]⟩)
  rw [ringState_eq_cut]
  exact (rank_cut _ _).2.2 ⟨h, h⟩

end

end RingMatrixProduct
```

```lean
#print axioms RingMatrixProduct.rank_cut
#print axioms RingMatrixProduct.open_bond_ge
#print axioms RingMatrixProduct.rank_matrixUnit_ring
```

```
'RingMatrixProduct.rank_cut' depends on axioms: [propext, Classical.choice, Quot.sound]
'RingMatrixProduct.open_bond_ge' depends on axioms: [propext, Classical.choice, Quot.sound]
'RingMatrixProduct.rank_matrixUnit_ring' depends on axioms: [propext, Classical.choice, Quot.sound]
```

## From the factorization to the equality criterion

The matrix $F$ is `arcRows X`, and $G$ is the transpose of `arcRows` applied to the transposed $Y_t$. The inner transposition supplies the reversed index order $(Y_t)_{ji}$. `cut_eq_mul` proves $\psi=FG$ by expanding the trace and both matrix products into sums over $i$ and $j$.

`rank_arcRows` proves $\operatorname{rank}F=d_X$. It identifies the set of rows with the image of the $X_s$ under `flatten`, uses that rank is the dimension of the row span, and then uses that a linear equivalence preserves dimension.

`rank_cut_of_span` proves $\operatorname{rank}\psi=d_X$ when the $Y_t$ span, as two inequalities joined by `le_antisymm`. The first comes from the factorization. For the second, `choose` collects the coefficients $c_p(t)$ as `c p t`, with `Matrix.single p.2 p.1` as $E_{ji}$. The `calc` block is the displayed computation of $(X_s)_{ij}$: it moves the sum over `t` inside the trace, inserts the matrix unit and evaluates.

In `rank_cut`, `hX` and `hY` are the two upper bounds, and `hswap` is the exchange of arcs by cyclicity. The tactic `omega` does the squeezing between inequalities, and `Submodule.eq_top_of_finrank_eq` turns full dimension into spanning. The converse direction rewrites with `rank_cut_of_span`.

## From the criterion to chains and rings

`open_bond_ge` replaces $D^2$ by the rank of $\psi$, then bounds that rank by the rank of `L` and hence by its number of columns.

In `ringState_eq_cut`, the ordered product is a product over a list. `List.ofFn_add` splits the list after the first `m` sites, and `List.prod_append` splits the product accordingly.

`rank_matrixUnit_ring` expands an arbitrary matrix in matrix units to show that the one-site arc matrices span. It then rewrites the ring as a cut and applies the equality criterion, with the same spanning statement `h` serving for both arcs.
